# Spin-orbit splitting of the form (A/2)[J(J+1) − L(L+1) − S(S+1)] preserves a term's degeneracy-weighted mean energy

The theorem `barycentre_eq` concerns a single term with orbital angular momentum L = l/2 and spin S = s/2, for natural numbers l and s, whose levels run from J = |L − S| to L + S in unit steps. Each level is assigned the energy E0 + (A/2)[J(J+1) − L(L+1) − S(S+1)], with one real constant A for the whole term; this formula is taken as the definition, not derived from a Hamiltonian. The theorem states that the mean of these energies, with weights 2J + 1, is exactly E0. The attempt splits the weighted sum into a part with E0 and a part with the shifts, then uses two earlier results: the weighted shifts sum to zero, and the weights sum to (2L+1)(2S+1).

An attempt in Lean 4 with a fault in it:

```lean
import Mathlib

namespace SpinOrbitBarycentre

noncomputable section

/-- The total angular momentum J = |L - S| + k of the level number k, where l = 2L and s = 2S. -/
def levelJ (l s k : ℕ) : ℝ := |(l : ℝ) / 2 - (s : ℝ) / 2| + k

/-- The spin-orbit shift (A/2)(J(J+1) - L(L+1) - S(S+1)). -/
def soShift (A L S J : ℝ) : ℝ :=
  A / 2 * (J * (J + 1) - L * (L + 1) - S * (S + 1))

/-- The energy of level number k of a term with nonrelativistic energy E0, l = 2L and s = 2S. -/
def termLevel (E0 A : ℝ) (l s k : ℕ) : ℝ :=
  E0 + soShift A ((l : ℝ) / 2) ((s : ℝ) / 2) (levelJ l s k)

/-- The mean energy of the levels of a term, each weighted by its degeneracy 2J+1. -/
def barycentre (E0 A : ℝ) (l s : ℕ) : ℝ :=
  (∑ k ∈ Finset.range (min l s + 1), (2 * levelJ l s k + 1) * termLevel E0 A l s k) /
    ∑ k ∈ Finset.range (min l s + 1), (2 * levelJ l s k + 1)

/-- The last level of the multiplet has J = L + S. -/
theorem levelJ_top (l s : ℕ) : levelJ l s (min l s) = (l : ℝ) / 2 + (s : ℝ) / 2 := by
  unfold levelJ
  rcases le_total l s with h | h
  · have h' : (l : ℝ) ≤ s := by exact_mod_cast h
    rw [min_eq_left h, abs_of_nonpos (by linarith)]
    ring
  · have h' : (s : ℝ) ≤ l := by exact_mod_cast h
    rw [min_eq_right h, abs_of_nonneg (by linarith)]
    ring

/-- The degeneracies 2J+1 of the levels add up to (2L+1)(2S+1). -/
theorem degeneracy_sum (l s : ℕ) :
    ∑ k ∈ Finset.range (min l s + 1), (2 * levelJ l s k + 1) = ((l : ℝ) + 1) * (s + 1) := by
  -- the partial sums telescope
  have key : ∀ n : ℕ, ∑ k ∈ Finset.range n, (2 * levelJ l s k + 1)
      = (|(l : ℝ) / 2 - (s : ℝ) / 2| + n) ^ 2 - |(l : ℝ) / 2 - (s : ℝ) / 2| ^ 2 := by
    intro n
    induction n with
    | zero => simp
    | succ n ih =>
      rw [Finset.sum_range_succ, ih]
      unfold levelJ
      push_cast
      ring
  have h : |(l : ℝ) / 2 - (s : ℝ) / 2| + ((min l s + 1 : ℕ) : ℝ)
      = (l : ℝ) / 2 + (s : ℝ) / 2 + 1 := by
    have ht := levelJ_top l s
    unfold levelJ at ht
    push_cast at ht ⊢
    linarith
  rw [key, h, sq_abs]
  ring

/-- The spin-orbit shifts of all levels of a term, weighted by 2J+1, sum to zero. -/
theorem weighted_shift_sum_eq_zero (A : ℝ) (l s : ℕ) :
    ∑ k ∈ Finset.range (min l s + 1),
      (2 * levelJ l s k + 1) * soShift A ((l : ℝ) / 2) ((s : ℝ) / 2) (levelJ l s k) = 0 := by
  -- the partial sums telescope to a function of the squares of the end points
  have key : ∀ n : ℕ, ∑ k ∈ Finset.range n,
      (2 * levelJ l s k + 1) * soShift A ((l : ℝ) / 2) ((s : ℝ) / 2) (levelJ l s k)
      = A / 2 * ((|(l : ℝ) / 2 - (s : ℝ) / 2| + n) ^ 2 *
          (((|(l : ℝ) / 2 - (s : ℝ) / 2| + n) ^ 2 - 1) / 2
            - (l : ℝ) / 2 * ((l : ℝ) / 2 + 1) - (s : ℝ) / 2 * ((s : ℝ) / 2 + 1))
        - |(l : ℝ) / 2 - (s : ℝ) / 2| ^ 2 *
          ((|(l : ℝ) / 2 - (s : ℝ) / 2| ^ 2 - 1) / 2
            - (l : ℝ) / 2 * ((l : ℝ) / 2 + 1) - (s : ℝ) / 2 * ((s : ℝ) / 2 + 1))) := by
    intro n
    induction n with
    | zero => simp
    | succ n ih =>
      rw [Finset.sum_range_succ, ih]
      unfold soShift levelJ
      push_cast
      ring
  have h : |(l : ℝ) / 2 - (s : ℝ) / 2| + ((min l s + 1 : ℕ) : ℝ)
      = (l : ℝ) / 2 + (s : ℝ) / 2 + 1 := by
    have ht := levelJ_top l s
    unfold levelJ at ht
    push_cast at ht ⊢
    linarith
  rw [key, h, sq_abs]
  ring

/-- The degeneracy-weighted mean of the levels is the nonrelativistic term energy. -/
theorem barycentre_eq (E0 A : ℝ) (l s : ℕ) : barycentre E0 A l s = E0 := by
  have hne : ((l : ℝ) + 1) * (s + 1) ≠ 0 := by positivity
  unfold barycentre termLevel
  simp only [mul_add _ E0, Finset.sum_add_distrib]
  rw [weighted_shift_sum_eq_zero, ← Finset.sum_mul, degeneracy_sum, div_eq_iff hne]
  ring

end

end SpinOrbitBarycentre
```

The error:

```
Main.lean:92:68: error: Tactic `rewrite` failed: Did not find an occurrence of the pattern
  ?m.44 / ((↑l + 1) * (↑s + 1)) = ?m.46
in the target expression
  ((↑l + 1) * (↑s + 1) * E0 + 0) /
      (∑ x ∈ Finset.range (min l s + 1), 2 * levelJ l s x + ∑ x ∈ Finset.range (min l s + 1), 1) =
    E0

E0 A : ℝ
l s : ℕ
hne : (↑l + 1) * (↑s + 1) ≠ 0
⊢ ((↑l + 1) * (↑s + 1) * E0 + 0) /
      (∑ x ∈ Finset.range (min l s + 1), 2 * levelJ l s x + ∑ x ∈ Finset.range (min l s + 1), 1) =
    E0
```

After these edits no error is left:

```diff
@@ -89,6 +89,7 @@
   have hne : ((l : ℝ) + 1) * (s + 1) ≠ 0 := by positivity
   unfold barycentre termLevel
+  rw [degeneracy_sum, div_eq_iff hne]
   simp only [mul_add _ E0, Finset.sum_add_distrib]
-  rw [weighted_shift_sum_eq_zero, ← Finset.sum_mul, degeneracy_sum, div_eq_iff hne]
+  rw [weighted_shift_sum_eq_zero, ← Finset.sum_mul, degeneracy_sum]
   ring
 
```

What went wrong. The error says that `div_eq_iff hne` found no quotient with denominator `(↑l + 1) * (↑s + 1)`. The cause is the earlier `simp only`, where `Finset.sum_add_distrib` applies to every sum in the goal. It was wanted in the numerator, but it also split the denominator's sum of `2 * levelJ l s k + 1` into a sum of `2 * levelJ l s x` and a sum of `1`. `degeneracy_sum` no longer matched there. It did rewrite the sum of weights that `← Finset.sum_mul` had factored out of the numerator, so the failure only showed at the next step.

The repair rewrites the denominator with `degeneracy_sum` while it is still whole, and clears it at once with `div_eq_iff hne`. The `simp only` then has just the weighted energy sum to split. `degeneracy_sum` stays in the later `rw` because the weights multiplying `E0` still have to be summed; `div_eq_iff hne` is dropped from that line because the division is already gone.
